# In the Hubbard-dimer ground state, bonding-orbital entropy rises from 0 toward ln 2 with repulsion, while site entropy stays above ln 2

When I pick an active space from single-orbital entropies, I first have to choose the orbitals in which to compute them. The two-electron Hubbard dimer, with hopping $t>0$ and on-site repulsion $U$, shows how much this choice matters. In the bonding orbital the ground-state entropy should start at 0 for $U=0$ and grow strictly toward $\ln 2$, while a single site should always have more than $\ln 2$. Can this be made rigorous and machine-checked, starting from the Hamiltonian?

## One ground state, two orbital spectra

Yes. Let $\psi_{ij}$ be the amplitude for the spin-up electron on site $i$ and the spin-down electron on site $j$, with $i,j\in\{0,1\}$. Set $r=\sqrt{U^2+16t^2}$, so $|U|<r$. Take $\psi_{00}=\psi_{11}=a$ and $\psi_{01}=\psi_{10}=b$, where $a,b>0$ and
$$a^2=\tfrac14(1-U/r),\qquad b^2=\tfrac14(1+U/r),\qquad ab=\tfrac14\sqrt{1-U^2/r^2}=t/r.$$
The norm is $2a^2+2b^2=1$. The Hamiltonian $H$ acts by $(H\psi)_{ii}=U\psi_{ii}-t(\psi_{01}+\psi_{10})$ for $i=0,1$ and $(H\psi)_{01}=(H\psi)_{10}=-t(\psi_{00}+\psi_{11})$. With $E=(U-r)/2$, the eigenvalue equations are $Ua-2tb=Ea$ and $-2ta=Eb$. Multiplied by $b$, they become
$$\frac{U+r}{2}\,\frac tr=2t\,\frac{r+U}{4r},\qquad -\frac{2t^2}{r}=\frac{U^2-r^2}{8r},$$
and both hold.

To see that $E$ is the lowest energy, put $A=(U+r)/2>0$, so that $U-E=A$ and $AE=-4t^2$. Since $H$ is real and symmetric, it is enough to test real amplitudes. For any real $\varphi$,
$$\begin{aligned}A\big(\langle\varphi|H|\varphi\rangle-E\|\varphi\|^2\big)={}&\tfrac12\big[A(\varphi_{00}+\varphi_{11})-2t(\varphi_{01}+\varphi_{10})\big]^2\\&+\tfrac12A^2(\varphi_{00}-\varphi_{11})^2+2t^2(\varphi_{01}-\varphi_{10})^2\ \ge 0.\end{aligned}$$

Site 0 is doubly occupied, spin-up, spin-down or empty with weights $a^2,b^2,b^2,a^2$. Rotating both electrons to the bonding and antibonding orbitals gives the matrix $\mathrm{diag}(a+b,\,a-b)$. Since $(a\pm b)^2=\tfrac12\pm 2t/r$, the bonding orbital is doubly occupied with weight $1-q$ and empty with weight $q=\tfrac12(1-4t/r)$.

Let $h(x)=-x\ln x-(1-x)\ln(1-x)$, with $0\ln0=0$, and $p=2a^2=\tfrac12(1-U/r)$. The site weights are $p/2$ and $(1-p)/2$, each twice, so
$$S_{\text{bond}}=h(q),\qquad S_{\text{site}}=-p\ln\tfrac p2-(1-p)\ln\tfrac{1-p}2=\ln2+h(p).$$
Since $q<\tfrac12$ and $0<p<1$, we get $S_{\text{bond}}<\ln2<S_{\text{site}}$. At $U=0$, $r=4t$ and $q=0$. As $U\ge0$ grows, $r$ grows strictly and without bound, so $q$ increases toward $\tfrac12$, and $h$ is strictly increasing on $[0,\tfrac12]$. For $U>0$, replacing $(t,U)$ by $(U/4,4t)$ keeps $r$ and turns $q$ into $p$, hence $S_{\text{site}}(t,U)=\ln2+S_{\text{bond}}(U/4,4t)$.

In the code, `hubbard` is the Hamiltonian acting on real 2×2 amplitude matrices, `dimerState` is $\psi$, and `ionic` and `covalent` are $a$ and $b$. `toBonding` rotates both indices. `orbitalWeights` defines the spectrum as squared amplitudes; the partial trace itself is not formalised. For a normalised state these weights are the eigenvalues of the orbital's reduced density matrix, so `orbitalEntropy` is its von Neumann entropy. That matrix is diagonal because each occupation of one orbital goes with a different occupation of the other.

`bondingEntropy_growth` states the zero, the strict increase on `Set.Ici 0` and the limit, for fixed `0 < t`. `bonding_lt_log_two_lt_site` holds for every real $U$, attractive included. The model has two sites and one electron of each spin. The theorems state neither uniqueness of the ground state nor where the site entropy rises or falls with $U$.

In Lean 4 with Mathlib:

```lean
import Mathlib

open Filter Topology

namespace HubbardDimerOrbitalEntropy

noncomputable section

/-- The energy scale `r = √(U² + 16 t²)` of the Hubbard dimer. -/
def scale (t U : ℝ) : ℝ := Real.sqrt (U ^ 2 + 16 * t ^ 2)

/-- The Hubbard Hamiltonian on two-electron amplitudes `ψ i j`, with the spin-up electron on
site `i` and the spin-down electron on site `j`: hopping `-t`, repulsion `U` on equal sites. -/
def hubbard (t U : ℝ) (ψ : Matrix (Fin 2) (Fin 2) ℝ) : Matrix (Fin 2) (Fin 2) ℝ :=
  !![U * ψ 0 0 - t * (ψ 0 1 + ψ 1 0), -t * (ψ 0 0 + ψ 1 1);
     -t * (ψ 0 0 + ψ 1 1), U * ψ 1 1 - t * (ψ 0 1 + ψ 1 0)]

/-- Amplitude for both electrons on one given site (domain: `t` and `U` not both zero). -/
def ionic (t U : ℝ) : ℝ := Real.sqrt ((1 - U / scale t U) / 4)

/-- Amplitude for one given spin arrangement with the electrons on different sites
(domain: `t` and `U` not both zero). -/
def covalent (t U : ℝ) : ℝ := Real.sqrt ((1 + U / scale t U) / 4)

/-- The dimer state built from the ionic and covalent amplitudes, in the site basis. -/
def dimerState (t U : ℝ) : Matrix (Fin 2) (Fin 2) ℝ :=
  !![ionic t U, covalent t U; covalent t U, ionic t U]

/-- Change of both electrons from the site basis to the bonding (index 0) and
antibonding (index 1) orbitals. -/
def toBonding (ψ : Matrix (Fin 2) (Fin 2) ℝ) : Matrix (Fin 2) (Fin 2) ℝ :=
  (1 / 2 : ℝ) • (!![1, 1; 1, -1] * ψ * !![1, 1; 1, -1])

/-- Weights of the four occupations of orbital 0: doubly occupied, spin up, spin down, empty. They
are the squared amplitudes. -/
def orbitalWeights (ψ : Matrix (Fin 2) (Fin 2) ℝ) : Matrix (Fin 2) (Fin 2) ℝ :=
  !![ψ 0 0 ^ 2, ψ 0 1 ^ 2; ψ 1 0 ^ 2, ψ 1 1 ^ 2]

/-- Entropy of orbital 0: the sum of `-w ln w` over its four occupation weights `w`. -/
def orbitalEntropy (ψ : Matrix (Fin 2) (Fin 2) ℝ) : ℝ :=
  ∑ i, ∑ j, Real.negMulLog (orbitalWeights ψ i j)

/-- Entropy of a single site in the dimer state. -/
def siteEntropy (t U : ℝ) : ℝ := orbitalEntropy (dimerState t U)

/-- Entropy of the bonding orbital in the dimer state. -/
def bondingEntropy (t U : ℝ) : ℝ := orbitalEntropy (toBonding (dimerState t U))

/-- The scale `r` is positive, squares to `U² + 16 t²`, and exceeds `|U|`. -/
theorem scale_facts {t : ℝ} (ht : 0 < t) (U : ℝ) :
    0 < scale t U ∧ scale t U ^ 2 = U ^ 2 + 16 * t ^ 2 ∧ |U| < scale t U := by
  have h0 : 0 < scale t U := Real.sqrt_pos.mpr (by positivity)
  have h2 : scale t U ^ 2 = U ^ 2 + 16 * t ^ 2 := Real.sq_sqrt (by positivity)
  have h3 : 0 < t ^ 2 := by positivity
  exact ⟨h0, h2, abs_lt_of_sq_lt_sq (by linarith) h0.le⟩

/-- The squared ionic and covalent amplitudes are `(1 ∓ U/r)/4`, and their product is `t/r`. -/
theorem amplitudes {t : ℝ} (ht : 0 < t) (U : ℝ) :
    0 < covalent t U ∧ ionic t U ^ 2 = (1 - U / scale t U) / 4 ∧
      covalent t U ^ 2 = (1 + U / scale t U) / 4 ∧
      ionic t U * covalent t U = t / scale t U := by
  obtain ⟨hr, hr2, hU⟩ := scale_facts ht U
  obtain ⟨hl, hu⟩ := abs_lt.mp hU
  have h1 : U / scale t U < 1 := (div_lt_one hr).mpr hu
  have h2 : -1 < U / scale t U := (lt_div_iff₀ hr).mpr (by linarith)
  have hc : (U / scale t U) ^ 2 + 16 * (t / scale t U) ^ 2 = 1 := by
    field_simp
    linarith
  refine ⟨Real.sqrt_pos.mpr (by linarith), Real.sq_sqrt (by linarith),
    Real.sq_sqrt (by linarith), ?_⟩
  have hp : (1 - U / scale t U) / 4 * ((1 + U / scale t U) / 4) = (t / scale t U) ^ 2 := by
    linear_combination (-1 / 16) * hc
  rw [ionic, covalent, ← Real.sqrt_mul (by linarith), hp, Real.sqrt_sq (by positivity)]

/-- The dimer state is a normalised eigenvector of energy `(U - r)/2`, and no real amplitude matrix
with squares summing to 1 has a lower energy expectation. -/
theorem dimerState_ground {t : ℝ} (ht : 0 < t) (U : ℝ) :
    hubbard t U (dimerState t U) = ((U - scale t U) / 2) • dimerState t U ∧
      ∑ i, ∑ j, dimerState t U i j ^ 2 = 1 ∧
      ∀ φ : Matrix (Fin 2) (Fin 2) ℝ, (U - scale t U) / 2 * ∑ i, ∑ j, φ i j ^ 2 ≤
        ∑ i, ∑ j, φ i j * hubbard t U φ i j := by
  obtain ⟨hr, hr2, hU⟩ := scale_facts ht U
  obtain ⟨hb, ha2, hb2, hab⟩ := amplitudes ht U
  refine ⟨?_, ?_, ?_⟩
  · -- both eigenvalue equations are checked after multiplication by the covalent amplitude
    have e1 : U * ionic t U - t * (covalent t U + covalent t U)
        = (U - scale t U) / 2 * ionic t U := by
      apply mul_right_cancel₀ hb.ne'
      have h : (U + scale t U) / 2 * (t / scale t U)
          = 2 * t * ((1 + U / scale t U) / 4) := by
        field_simp
        ring
      linear_combination (U + scale t U) / 2 * hab - 2 * t * hb2 + h
    have e2 : -t * (ionic t U + ionic t U) = (U - scale t U) / 2 * covalent t U := by
      apply mul_right_cancel₀ hb.ne'
      have h : -2 * t * (t / scale t U)
          = (U - scale t U) / 2 * ((1 + U / scale t U) / 4) := by
        have h' : (U - scale t U) / 2 * ((1 + U / scale t U) / 4)
            = (U ^ 2 - scale t U ^ 2) / (8 * scale t U) := by
          field_simp
          ring
        rw [h', hr2]
        field_simp
        ring
      linear_combination -2 * t * hab - (U - scale t U) / 2 * hb2 + h
    have h : hubbard t U (dimerState t U) =
        !![U * ionic t U - t * (covalent t U + covalent t U), -t * (ionic t U + ionic t U);
           -t * (ionic t U + ionic t U), U * ionic t U - t * (covalent t U + covalent t U)] :=
      rfl
    rw [h, e1, e2]
    ext i j
    fin_cases i <;> fin_cases j <;> rfl
  · simp only [Fin.sum_univ_two]
    change ionic t U ^ 2 + covalent t U ^ 2 + (covalent t U ^ 2 + ionic t U ^ 2) = 1
    linarith
  · intro φ
    have hA : 0 < (U + scale t U) / 2 := by linarith [(abs_lt.mp hU).1]
    simp only [Fin.sum_univ_two]
    change _ ≤ φ 0 0 * (U * φ 0 0 - t * (φ 0 1 + φ 1 0)) + φ 0 1 * (-t * (φ 0 0 + φ 1 1)) +
      (φ 1 0 * (-t * (φ 0 0 + φ 1 1)) + φ 1 1 * (U * φ 1 1 - t * (φ 0 1 + φ 1 0)))
    refine le_of_mul_le_mul_left ?_ hA
    -- the energy excess is a sum of squares
    have hs : 0 ≤ ((U + scale t U) / 2 * (φ 0 0 + φ 1 1) - 2 * t * (φ 0 1 + φ 1 0)) ^ 2 / 2
        + ((U + scale t U) / 2 * (φ 0 0 - φ 1 1)) ^ 2 / 2
        + 2 * t ^ 2 * (φ 0 1 - φ 1 0) ^ 2 := by positivity
    linear_combination hs - (φ 0 1 ^ 2 + φ 1 0 ^ 2) / 4 * hr2

/-- With `d = (1 - U/r)/4` and `q = (1 - 4t/r)/2`, the site has occupation weights
`d, 1/2 - d, 1/2 - d, d` and the bonding orbital has `1 - q, 0, 0, q`. -/
theorem orbital_spectra {t : ℝ} (ht : 0 < t) (U : ℝ) :
    orbitalWeights (dimerState t U) =
      !![(1 - U / scale t U) / 4, 1 / 2 - (1 - U / scale t U) / 4;
         1 / 2 - (1 - U / scale t U) / 4, (1 - U / scale t U) / 4] ∧
    orbitalWeights (toBonding (dimerState t U)) =
      !![1 - (1 - 4 * t / scale t U) / 2, 0; 0, (1 - 4 * t / scale t U) / 2] := by
  obtain ⟨-, ha2, hb2, hab⟩ := amplitudes ht U
  constructor
  · have h : orbitalWeights (dimerState t U) =
        !![ionic t U ^ 2, covalent t U ^ 2; covalent t U ^ 2, ionic t U ^ 2] := rfl
    have hb' : covalent t U ^ 2 = 1 / 2 - (1 - U / scale t U) / 4 := by linarith
    rw [h, ha2, hb']
  · -- the rotated state has no singly occupied components
    have hrot (a b : ℝ) : toBonding !![a, b; b, a] = !![a + b, 0; 0, a - b] := by
      rw [toBonding, Matrix.mul_fin_two, Matrix.mul_fin_two]
      ext i j
      fin_cases i <;> fin_cases j <;> simp [-mul_eq_zero] <;> ring
    have h : orbitalWeights !![ionic t U + covalent t U, 0; 0, ionic t U - covalent t U] =
        !![(ionic t U + covalent t U) ^ 2, (0 : ℝ) ^ 2;
           (0 : ℝ) ^ 2, (ionic t U - covalent t U) ^ 2] := rfl
    have h1 : (ionic t U + covalent t U) ^ 2 = 1 - (1 - 4 * t / scale t U) / 2 := by
      linear_combination ha2 + hb2 + 2 * hab
    have h2 : (ionic t U - covalent t U) ^ 2 = (1 - 4 * t / scale t U) / 2 := by
      linear_combination ha2 + hb2 - 2 * hab
    have h3 : (0 : ℝ) ^ 2 = 0 := by norm_num
    rw [dimerState, hrot, h, h1, h2, h3]

/-- The bonding entropy is the binary entropy of `(1 - 4t/r)/2`. -/
theorem bondingEntropy_eq {t : ℝ} (ht : 0 < t) (U : ℝ) :
    bondingEntropy t U = Real.binEntropy ((1 - 4 * t / scale t U) / 2) := by
  rw [bondingEntropy, orbitalEntropy, (orbital_spectra ht U).2,
    Real.binEntropy_eq_negMulLog_add_negMulLog_one_sub]
  simp only [Fin.sum_univ_two]
  change Real.negMulLog (1 - (1 - 4 * t / scale t U) / 2) + Real.negMulLog 0 +
    (Real.negMulLog 0 + Real.negMulLog ((1 - 4 * t / scale t U) / 2)) = _
  rw [Real.negMulLog_zero]
  ring

/-- The site entropy is `ln 2` plus the binary entropy of `(1 - U/r)/2`. -/
theorem siteEntropy_eq {t : ℝ} (ht : 0 < t) (U : ℝ) :
    siteEntropy t U = Real.log 2 + Real.binEntropy ((1 - U / scale t U) / 2) := by
  have hhalf : Real.negMulLog (2⁻¹ : ℝ) = 2⁻¹ * Real.log 2 := by
    simp only [Real.negMulLog, Real.log_inv]
    ring
  rw [siteEntropy, orbitalEntropy, (orbital_spectra ht U).1,
    Real.binEntropy_eq_negMulLog_add_negMulLog_one_sub]
  simp only [Fin.sum_univ_two]
  change Real.negMulLog ((1 - U / scale t U) / 4) +
    Real.negMulLog (1 / 2 - (1 - U / scale t U) / 4) +
    (Real.negMulLog (1 / 2 - (1 - U / scale t U) / 4) +
      Real.negMulLog ((1 - U / scale t U) / 4)) = _
  have h1 : (1 - U / scale t U) / 4 = (1 - U / scale t U) / 2 * 2⁻¹ := by ring
  have h2 : 1 / 2 - (1 - U / scale t U) / 2 * 2⁻¹
      = (1 - (1 - U / scale t U) / 2) * 2⁻¹ := by ring
  rw [h1, h2, Real.negMulLog_mul, Real.negMulLog_mul, hhalf]
  ring

/-- Exchanging the roles of `U` and `4t` turns the bonding entropy into the site entropy
less `ln 2`. -/
theorem site_bonding_exchange {t U : ℝ} (ht : 0 < t) (hU : 0 < U) :
    siteEntropy t U = Real.log 2 + bondingEntropy (U / 4) (4 * t) := by
  have hs : scale (U / 4) (4 * t) = scale t U := by
    unfold scale
    congr 1
    ring
  have h4 : 4 * (U / 4) = U := by ring
  rw [siteEntropy_eq ht, bondingEntropy_eq (by positivity), hs, h4]

/-- At every interaction strength the bonding entropy lies strictly below `ln 2` and the
site entropy strictly above it. -/
theorem bonding_lt_log_two_lt_site {t : ℝ} (ht : 0 < t) (U : ℝ) :
    bondingEntropy t U < Real.log 2 ∧ Real.log 2 < siteEntropy t U := by
  obtain ⟨hr, -, hU⟩ := scale_facts ht U
  obtain ⟨hl, hu⟩ := abs_lt.mp hU
  constructor
  · rw [bondingEntropy_eq ht, Real.binEntropy_lt_log_two]
    have h : 0 < 4 * t / scale t U := by positivity
    intro h'
    linarith
  · have h1 : U / scale t U < 1 := (div_lt_one hr).mpr hu
    have h2 : -1 < U / scale t U := (lt_div_iff₀ hr).mpr (by linarith)
    rw [siteEntropy_eq ht]
    linarith [Real.binEntropy_pos (p := (1 - U / scale t U) / 2) (by linarith) (by linarith)]

/-- The bonding-orbital entropy vanishes at `U = 0`, increases strictly with the repulsion
`U ≥ 0`, and tends to `ln 2` as `U` grows without bound. -/
theorem bondingEntropy_growth {t : ℝ} (ht : 0 < t) :
    bondingEntropy t 0 = 0 ∧ StrictMonoOn (bondingEntropy t) (Set.Ici 0) ∧
      Tendsto (bondingEntropy t) atTop (𝓝 (Real.log 2)) := by
  have hf : bondingEntropy t = fun U => Real.binEntropy ((1 - 4 * t / scale t U) / 2) :=
    funext (bondingEntropy_eq ht)
  refine ⟨?_, ?_, ?_⟩
  · have h0 : scale t 0 = 4 * t := by
      rw [scale, show (0 : ℝ) ^ 2 + 16 * t ^ 2 = (4 * t) ^ 2 by ring,
        Real.sqrt_sq (by positivity)]
    rw [bondingEntropy_eq ht, h0, div_self (by positivity), sub_self, zero_div,
      Real.binEntropy_zero]
  · -- the weight q stays in [0, 1/2], where the binary entropy increases
    have hmem (U : ℝ) : (1 - 4 * t / scale t U) / 2 ∈ Set.Icc (0 : ℝ) 2⁻¹ := by
      obtain ⟨hr, hr2, -⟩ := scale_facts ht U
      have h4 : 4 * t ≤ scale t U :=
        le_of_abs_le (abs_le_of_sq_le_sq (by nlinarith [sq_nonneg U]) hr.le)
      have h1 : 4 * t / scale t U ≤ 1 := (div_le_one hr).mpr h4
      have h2 : 0 < 4 * t / scale t U := by positivity
      constructor
      · linarith
      · norm_num
        linarith
    intro U hU V _ hUV
    have hU0 : 0 ≤ U := hU
    have hs : scale t U < scale t V :=
      Real.sqrt_lt_sqrt (by positivity) (by nlinarith)
    have hd : 4 * t / scale t V < 4 * t / scale t U :=
      div_lt_div_of_pos_left (by positivity) (scale_facts ht U).1 hs
    rw [hf]
    exact Real.binEntropy_strictMonoOn (hmem U) (hmem V) (by linarith)
  · have hr : Tendsto (scale t) atTop atTop :=
      tendsto_atTop_mono (fun U => (le_abs_self U).trans (scale_facts ht U).2.2.le) tendsto_id
    have hq : Tendsto (fun U => (1 - 4 * t / scale t U) / 2) atTop (𝓝 ((1 - 0) / 2)) :=
      ((hr.const_div_atTop (4 * t)).const_sub 1).div_const 2
    have hhalf : ((1 : ℝ) - 0) / 2 = 2⁻¹ := by norm_num
    rw [hhalf] at hq
    rw [hf, ← Real.binEntropy_two_inv]
    exact (Real.binEntropy_continuous.tendsto _).comp hq

end

end HubbardDimerOrbitalEntropy
```

```lean
#print axioms HubbardDimerOrbitalEntropy.dimerState_ground
#print axioms HubbardDimerOrbitalEntropy.site_bonding_exchange
#print axioms HubbardDimerOrbitalEntropy.bonding_lt_log_two_lt_site
#print axioms HubbardDimerOrbitalEntropy.bondingEntropy_growth
```

```
'HubbardDimerOrbitalEntropy.dimerState_ground' depends on axioms: [propext, Classical.choice, Quot.sound]
'HubbardDimerOrbitalEntropy.site_bonding_exchange' depends on axioms: [propext, Classical.choice, Quot.sound]
'HubbardDimerOrbitalEntropy.bonding_lt_log_two_lt_site' depends on axioms: [propext, Classical.choice, Quot.sound]
'HubbardDimerOrbitalEntropy.bondingEntropy_growth' depends on axioms: [propext, Classical.choice, Quot.sound]
```

The proof follows the calculation above:

- `scale_facts` and `amplitudes` supply $|U|<r$ and $ab=t/r$.
- In `dimerState_ground`, `e1` and `e2` are the eigenvalue equations, proved by cancelling the factor $b$. `hs` is the sum of squares, and `le_of_mul_le_mul_left` removes $A$.
- `orbital_spectra` gets the diagonal rotated matrix from `hrot`.
- `bondingEntropy_eq` and `siteEntropy_eq` reduce both entropies to $h$; in the latter, `Real.negMulLog_mul` splits off the factor $\tfrac12$ that produces $\ln2$.
- `site_bonding_exchange` checks that $r$ is unchanged by the swap.
- The separation uses `Real.binEntropy_lt_log_two` and `Real.binEntropy_pos`.
- For the growth, `hmem` keeps $q$ in $[0,\tfrac12]$, where `Real.binEntropy_strictMonoOn` applies; continuity of $h$ gives the limit.
